# Odd-displacement hopping on an even ring gives a spectrum symmetric about zero

An electron hops around a ring of N equivalent sites, with one orbital per site and the orbitals orthonormal. When do its levels come in pairs of opposite energy? It is enough that N is even, the site energy is zero and every hop is by an odd number of sites.

Sites, displacements R and momentum labels k are residues modulo N, with N > 0.

```lean
import Mathlib

open ZMod (stdAddChar)

namespace BipartiteSpectralSymmetry

noncomputable section

variable {N : ℕ} [NeZero N]
```

The complex amplitude for displacement R is h(R), and h(0) is the common site energy. The band energy is

e(k) = ∑_R h(R) exp(−2πi kR/N).

In the code, `k.val` and `R.val` are the representatives 0, …, N−1.

```lean
/-- The band energy `e(k) = ∑ h(R) exp(-2πi k R / N)` of a ring of `N` sites with hopping
amplitude `h R` over the displacement `R`. -/
def bandEnergy (h : ZMod N → ℂ) (k : ZMod N) : ℂ :=
  ∑ R : ZMod N, h R * Complex.exp (-2 * Real.pi * Complex.I * k.val * R.val / N)
```

The nearest-neighbour ring has unit hopping at R = ±1. For N = 2 the two neighbours coincide and are counted once. For N = 1 the residues ±1 are 0, so the definition gives only a site energy; that case is not used below.

```lean
/-- Hopping of unit amplitude between nearest neighbours on a ring of `N` sites. -/
def ringHop (N : ℕ) (R : ZMod N) : ℂ := if R = 1 ∨ R = -1 then 1 else 0
```

## (a) Phases on the ring

Let χ(x) = exp(2πi x/N), written `stdAddChar`. Show that

e(k) = ∑_R h(R) χ(−kR).

Changing the integer kR by a multiple of N multiplies the phase by 1, so only its residue matters. In the proof, `hc` passes from the integer to the residue.

```lean
/-- The band energy written with the standard character `x ↦ exp(2πi x / N)` of the ring. -/
theorem bandEnergy_eq (h : ZMod N → ℂ) (k : ZMod N) :
    bandEnergy h k = ∑ R : ZMod N, h R * stdAddChar (-(k * R)) := by
  unfold bandEnergy
  refine Finset.sum_congr rfl fun R _ => ?_
  have hs := ZMod.stdAddChar_coe (N := N) (-((k.val : ℤ) * (R.val : ℤ)))
  have hc : ((-((k.val : ℤ) * (R.val : ℤ)) : ℤ) : ZMod N) = -(k * R) := by
    rw [Int.cast_neg, Int.cast_mul, Int.cast_natCast, Int.cast_natCast,
      ZMod.natCast_zmod_val, ZMod.natCast_zmod_val]
  rw [← hc, hs]
  congr 2
  rw [Int.cast_neg, Int.cast_mul, Int.cast_natCast, Int.cast_natCast]
  ring
```

## (b) Orthogonality

Show that

∑ₖ χ(ka) = N if a = 0, and 0 otherwise.

For a = 0 every term is 1. For a ≠ 0, the shift k → k+1 multiplies the sum by χ(a) ≠ 1 yet only reorders it, so it vanishes. Lean takes this from Mathlib's `AddChar.sum_mulShift`.

```lean
/-- Orthogonality of plane waves: the phases at displacement `a` sum to `N` if `a = 0` and
to zero otherwise. -/
theorem sum_phase (a : ZMod N) :
    ∑ k : ZMod N, stdAddChar (k * a) = if a = 0 then (N : ℂ) else 0 := by
  have := AddChar.sum_mulShift a (ZMod.isPrimitive_stdAddChar N)
  simpa [ZMod.card] using this
```

## (c) Recovering the hopping

Show that

∑ₖ e(k) χ(kR) = N h(R).

Insert (a) and exchange the sums:

∑_S h(S) ∑ₖ χ(k(R−S)) = N h(R),

since (b) keeps only S = R. The inner sum is `key`.

```lean
/-- The inverse transform: the sum of `e(k) exp(2πi k R / N)` over all momenta `k` is `N h(R)`. -/
theorem hopping_recovered (h : ZMod N → ℂ) (R : ZMod N) :
    ∑ k : ZMod N, bandEnergy h k * stdAddChar (k * R) = N * h R := by
  have key : ∀ S : ZMod N, ∑ k : ZMod N, h S * stdAddChar (-(k * S)) * stdAddChar (k * R)
      = if R = S then (N : ℂ) * h S else 0 := by
    intro S
    have hk : ∀ k : ZMod N, h S * stdAddChar (-(k * S)) * stdAddChar (k * R)
        = h S * stdAddChar (k * (R - S)) := by
      intro k
      rw [mul_assoc, ← AddChar.map_add_eq_mul,
        show -(k * S) + k * R = k * (R - S) by ring]
    simp_rw [hk]
    rw [← Finset.mul_sum, sum_phase]
    simp only [sub_eq_zero]
    split_ifs <;> ring
  simp_rw [bandEnergy_eq, Finset.sum_mul]
  rw [Finset.sum_comm]
  simp_rw [key]
  simp
```

## (d) The half-zone phase

Let N = 2M. Show that

χ(M) = −1 and χ(MR) = (−1)^R.

The first is exp(πi) = −1; the second is its R-th power. Since N is even, the parity of R does not depend on the representative.

```lean
/-- On a ring of `N = 2M` sites the plane wave of momentum `M` has phase `-1` at
displacement one and `(-1)^R` at displacement `R`. -/
theorem half_phase {M : ℕ} (hN : N = 2 * M) :
    stdAddChar (M : ZMod N) = (-1 : ℂ) ∧
      ∀ R : ZMod N, stdAddChar ((M : ZMod N) * R) = (-1 : ℂ) ^ R.val := by
  have hM : stdAddChar (M : ZMod N) = (-1 : ℂ) := by
    have hs := ZMod.stdAddChar_coe (N := N) (M : ℤ)
    rw [Int.cast_natCast, Int.cast_natCast] at hs
    have hM0 : (M : ℂ) ≠ 0 := by
      have := NeZero.ne N
      exact Nat.cast_ne_zero.mpr (by omega)
    have hNc : (N : ℂ) = 2 * M := by exact_mod_cast hN
    rw [hs, hNc, show 2 * (Real.pi : ℂ) * Complex.I * M / (2 * M) = Real.pi * Complex.I by
      field_simp, Complex.exp_pi_mul_I]
  refine ⟨hM, fun R => ?_⟩
  calc stdAddChar ((M : ZMod N) * R) = stdAddChar (R.val • (M : ZMod N)) := by
        rw [nsmul_eq_mul, ZMod.natCast_zmod_val, mul_comm]
    _ = (-1 : ℂ) ^ R.val := by rw [AddChar.map_nsmul_eq_pow, hM]
```

## (e) When a half-zone shift reverses the energy

For N = 2M, show that

e(k+M) = −e(k) for all k ⇔ h(R) = 0 for all even R.

From right to left, 2M = 0 on the ring (`hz`), so χ(−MR) = χ(MR) = (−1)^R and

e(k+M) = ∑_R h(R) (−1)^R χ(−kR).

Only odd R contribute, which gives −e(k).

From left to right, take R even and shift k by M in (c), as `hshift` does:

N h(R) = ∑ₖ e(k+M) χ((k+M)R) = −∑ₖ e(k) χ(kR) = −N h(R).

Hence h(R) = 0.

```lean
/-- On a ring of `N = 2M` sites, a momentum shift by `N/2` reverses the sign of every band energy
exactly when `h R = 0` for every even `R`, including the site energy `h 0`. -/
theorem bandEnergy_antiperiodic_iff {M : ℕ} (hN : N = 2 * M) (h : ZMod N → ℂ) :
    (∀ k, bandEnergy h (k + M) = -bandEnergy h k) ↔ ∀ R, Even R.val → h R = 0 := by
  constructor
  · intro he R hR
    -- shift the summation momentum in the inverse transform by half the zone
    have hshift := Equiv.sum_comp (Equiv.addRight (M : ZMod N))
      (fun k : ZMod N => bandEnergy h k * stdAddChar (k * R))
    simp only [Equiv.coe_addRight] at hshift
    have h2 : ∑ k : ZMod N, bandEnergy h k * stdAddChar (k * R)
        = -∑ k : ZMod N, bandEnergy h k * stdAddChar (k * R) := by
      calc ∑ k : ZMod N, bandEnergy h k * stdAddChar (k * R)
          = ∑ k : ZMod N, bandEnergy h (k + (M : ZMod N)) *
              stdAddChar ((k + (M : ZMod N) : ZMod N) * R) := hshift.symm
        _ = -∑ k : ZMod N, bandEnergy h k * stdAddChar (k * R) := by
            rw [← Finset.sum_neg_distrib]
            refine Finset.sum_congr rfl fun k _ => ?_
            rw [he, add_mul, AddChar.map_add_eq_mul, (half_phase hN).2, hR.neg_one_pow]
            ring
    rw [hopping_recovered] at h2
    have h3 : (N : ℂ) * h R = 0 := by linear_combination h2 / 2
    exact (mul_eq_zero.mp h3).resolve_left (Nat.cast_ne_zero.mpr (NeZero.ne N))
  · intro h0 k
    have hz : (2 : ZMod N) * M = 0 := by
      have : ((2 * M : ℕ) : ZMod N) = 0 := by
        rw [← hN]
        exact ZMod.natCast_self N
      simpa using this
    rw [bandEnergy_eq, bandEnergy_eq, ← Finset.sum_neg_distrib]
    refine Finset.sum_congr rfl fun R _ => ?_
    by_cases hR : Even R.val
    · simp [h0 R hR]
    · -- an odd displacement picks up the phase -1
      rw [show -((k + M) * R) = -(k * R) + M * R by linear_combination (-R) * hz,
        AddChar.map_add_eq_mul, (half_phase hN).2, (Nat.not_even_iff_odd.mp hR).neg_one_pow]
      ring
```

## (f) Levels of the Hamiltonian

Let H be the circulant matrix with entries Hᵢⱼ = h(i−j), and σ(H) the roots of its characteristic polynomial, listed with algebraic multiplicity (`charpoly.roots`). Show that

σ(H) = {e(0), …, e(N−1)}.

Put Fⱼₖ = χ(jk) and Gₖⱼ = χ(−kj)/N. By (b), FG = 1 (`hFG`). With R = i−j,

∑ⱼ h(i−j) χ(jk) = ∑_R h(R) χ((i−R)k) = χ(ik) e(k),

so HF = FD with D = diag(e(k)) (`hHF`). The columns of F divided by √N, with entries χ(jk)/√N, form a set of N normalised eigenvectors. Thus H = FDG has the characteristic polynomial of D, ∏ₖ (X − e(k)), whose roots are the e(k). The proof does not use that H is Hermitian, so it also covers complex levels. For an electron in a closed system H is Hermitian, which means that h(−R) is the complex conjugate of h(R), and the levels are real.

```lean
set_option maxHeartbeats 400000 in
/-- The eigenvalues of the circulant Hamiltonian, with algebraic multiplicity, are the band
energies at the `N` momenta. -/
theorem circulant_levels (h : ZMod N → ℂ) :
    (Matrix.circulant h).charpoly.roots = Finset.univ.val.map (bandEnergy h) := by
  obtain ⟨F, hF⟩ : ∃ F : Matrix (ZMod N) (ZMod N) ℂ, ∀ j k, F j k = stdAddChar (j * k) :=
    ⟨Matrix.of fun j k => stdAddChar (j * k), fun _ _ => rfl⟩
  obtain ⟨G, hG⟩ : ∃ G : Matrix (ZMod N) (ZMod N) ℂ,
      ∀ k j, G k j = (N : ℂ)⁻¹ * stdAddChar (-(k * j)) :=
    ⟨Matrix.of fun k j => (N : ℂ)⁻¹ * stdAddChar (-(k * j)), fun _ _ => rfl⟩
  have hN0 : (N : ℂ) ≠ 0 := Nat.cast_ne_zero.mpr (NeZero.ne N)
  -- the plane-wave matrix is invertible
  have hFG : F * G = 1 := by
    refine Matrix.ext fun i j => ?_
    have hk : ∀ k, F i k * G k j = (N : ℂ)⁻¹ * stdAddChar (k * (i - j)) := by
      intro k
      rw [hF, hG, show k * (i - j) = i * k + -(k * j) by ring, AddChar.map_add_eq_mul]
      ring
    rw [Matrix.mul_apply, Finset.sum_congr rfl fun k _ => hk k, ← Finset.mul_sum, sum_phase,
      Matrix.one_apply]
    simp only [sub_eq_zero]
    split_ifs
    · exact inv_mul_cancel₀ hN0
    · exact mul_zero _
  -- plane waves are eigenvectors
  have hHF : Matrix.circulant h * F = F * Matrix.diagonal (bandEnergy h) := by
    refine Matrix.ext fun i k => ?_
    rw [Matrix.mul_diagonal, Matrix.mul_apply, ← Equiv.sum_comp (Equiv.subLeft i),
      bandEnergy_eq, Finset.mul_sum]
    refine Finset.sum_congr rfl fun R _ => ?_
    rw [Equiv.subLeft_apply, Matrix.circulant_apply, sub_sub_cancel, hF, hF,
      show (i - R) * k = i * k + -(k * R) by ring, AddChar.map_add_eq_mul]
    ring
  have hH : Matrix.circulant h = F * Matrix.diagonal (bandEnergy h) * G := by
    rw [← hHF, mul_assoc, hFG, mul_one]
  have hGF : G * F = 1 := mul_eq_one_comm.mp hFG
  have hU : (Matrix.circulant h).charpoly = (Matrix.diagonal (bandEnergy h)).charpoly := by
    rw [hH, Matrix.charpoly_mul_comm, ← mul_assoc, hGF, one_mul]
  have hD : (Matrix.diagonal (bandEnergy h)).charmatrix
      = Matrix.diagonal fun k => Polynomial.X - Polynomial.C (bandEnergy h k) := by
    refine Matrix.ext fun i j => ?_
    rw [Matrix.charmatrix_apply]
    by_cases hij : i = j
    · subst hij
      simp
    · simp [hij]
  have hP : ∏ k, (Polynomial.X - Polynomial.C (bandEnergy h k))
      = ((Finset.univ.val.map (bandEnergy h)).map
          fun a => Polynomial.X - Polynomial.C a).prod := by
    rw [Multiset.map_map]
    rfl
  rw [hU, Matrix.charpoly, hD, Matrix.det_diagonal, hP,
    Polynomial.roots_multiset_prod_X_sub_C]
```

## (g) Symmetry about zero

Let N = 2M and h(R) = 0 for all even R, including R = 0, so that energies are measured from the site energy. Show that

−σ(H) = σ(H), with multiplicity.

The shift k → k+M permutes the momenta and, by (e), negates every energy. For a non-interacting tight-binding or Hückel ring with orthonormal orbitals that meets these conditions, this provides a check on a numerical diagonalisation.

```lean
/-- If, on a ring of `N = 2M` sites, `h R = 0` for every even `R`, including the site energy `h 0`,
the spectrum of the circulant Hamiltonian is symmetric about zero, with algebraic multiplicity. -/
theorem spectrum_symmetric {M : ℕ} (hN : N = 2 * M) (h : ZMod N → ℂ)
    (h0 : ∀ R, Even R.val → h R = 0) :
    (Matrix.circulant h).charpoly.roots.map (fun E => -E)
      = (Matrix.circulant h).charpoly.roots := by
  have hs : (Finset.univ : Finset (ZMod N)).val.map (Equiv.addRight (M : ZMod N))
      = Finset.univ.val :=
    congrArg Finset.val (Finset.map_univ_equiv (Equiv.addRight (M : ZMod N)))
  rw [circulant_levels, Multiset.map_map]
  -- the shift by half the zone permutes the momenta and negates the energies
  conv_rhs => rw [← hs, Multiset.map_map]
  refine Multiset.map_congr rfl fun k _ => ?_
  exact ((bandEnergy_antiperiodic_iff hN h).mpr h0 k).symm
```

Even-displacement hopping can destroy the symmetry: four sites with h(1) = h(2) = h(3) = 1 and h(0) = 0 have levels 3, −1, −1, −1. If instead h vanishes at all odd R, the same shift gives e(k+M) = e(k), and every level has even multiplicity.

## (h) Even nearest-neighbour rings

For N = 2M and nearest-neighbour hopping, show that

−σ(H_ring) = σ(H_ring).

The residues 1 and −1 are odd, so (g) applies. Lean sees the parity through (d): an even R has χ(MR) = 1, whereas χ(±M) = −1.

```lean
/-- The nearest-neighbour ring with an even number of sites has a spectrum symmetric about
zero, with algebraic multiplicity. -/
theorem even_ring_symmetric {M : ℕ} (hN : N = 2 * M) :
    (Matrix.circulant (ringHop N)).charpoly.roots.map (fun E => -E)
      = (Matrix.circulant (ringHop N)).charpoly.roots := by
  refine spectrum_symmetric hN _ fun R hR => if_neg ?_
  have p := (half_phase hN).2 R
  rw [hR.neg_one_pow] at p
  rintro (h1 | h1)
  · rw [h1, mul_one, (half_phase hN).1] at p
    norm_num at p
  · rw [h1, mul_neg_one, AddChar.map_neg_eq_inv, (half_phase hN).1] at p
    norm_num at p
```

## (i) The triangle

For the nearest-neighbour ring with N = 3, show that

σ(H_ring) = {2, −1, −1} ≠ −σ(H_ring).

Here e(0) = 1 + 1 = 2. For k = 1, 2 the energy is χ(1) + χ(2), which equals −1 because (b) gives 1 + χ(1) + χ(2) = 0. Negation would require the level −2, which is absent.

```lean
/-- The nearest-neighbour ring of three sites has the levels `2, -1, -1`, and this spectrum is
not symmetric about zero. -/
theorem triangle_not_symmetric :
    (Matrix.circulant (ringHop 3)).charpoly.roots = {2, -1, -1} ∧
      (Matrix.circulant (ringHop 3)).charpoly.roots.map (fun E => -E)
        ≠ (Matrix.circulant (ringHop 3)).charpoly.roots := by
  have hsum : ∀ f : ZMod 3 → ℂ, ∑ x, f x = f 0 + f 1 + f 2 := fun f => Fin.sum_univ_three f
  have he : ∀ k : ZMod 3, bandEnergy (ringHop 3) k
      = stdAddChar (-(k * 1)) + stdAddChar (-(k * 2)) := by
    intro k
    have r0 : ringHop 3 0 = 0 := if_neg (by decide)
    have r1 : ringHop 3 1 = 1 := if_pos (by decide)
    have r2 : ringHop 3 2 = 1 := if_pos (by decide)
    rw [bandEnergy_eq, hsum, r0, r1, r2]
    ring
  -- the three cube roots of unity sum to zero
  have s := sum_phase (N := 3) 1
  rw [hsum, if_neg (by decide), mul_one, mul_one, mul_one, AddChar.map_zero_eq_one] at s
  have e0 : bandEnergy (ringHop 3) 0 = 2 := by
    rw [he, zero_mul, zero_mul, neg_zero, AddChar.map_zero_eq_one]
    norm_num
  have e1 : bandEnergy (ringHop 3) 1 = -1 := by
    rw [he, show (-(1 * 1) : ZMod 3) = 2 by decide, show (-(1 * 2) : ZMod 3) = 1 by decide]
    linear_combination s
  have e2 : bandEnergy (ringHop 3) 2 = -1 := by
    rw [he, show (-(2 * 1) : ZMod 3) = 1 by decide, show (-(2 * 2) : ZMod 3) = 2 by decide]
    linear_combination s
  have hu : (Finset.univ : Finset (ZMod 3)).val = {0, 1, 2} := by decide
  have hl : (Matrix.circulant (ringHop 3)).charpoly.roots = {2, -1, -1} := by
    rw [circulant_levels, hu]
    simp only [Multiset.insert_eq_cons, Multiset.map_cons, Multiset.map_singleton, e0, e1, e2]
  refine ⟨hl, ?_⟩
  rw [hl]
  intro hsymm
  have hmem : (-2 : ℂ) ∈ ({2, -1, -1} : Multiset ℂ) := by
    rw [← hsymm]
    simp
  norm_num at hmem

end

end BipartiteSpectralSymmetry
```

```lean
#print axioms BipartiteSpectralSymmetry.even_ring_symmetric
-- 'BipartiteSpectralSymmetry.even_ring_symmetric' depends on axioms: [propext, Classical.choice, Quot.sound]
#print axioms BipartiteSpectralSymmetry.triangle_not_symmetric
-- 'BipartiteSpectralSymmetry.triangle_not_symmetric' depends on axioms: [propext, Classical.choice, Quot.sound]
```
